# Self-consistent phonon equations for one classical coordinate in a polynomial potential

The gradient of the trial free energy is taken here as the full (Fréchet) derivative of a function on \(\mathbb{R}\times\mathbb{R}\), whose two coordinates are the centre \(m\) and the variance \(s\) of a Gaussian distribution of positions. This is stronger than asking for two partial derivatives, since it requires one linear map to approximate the function in every direction at once.

Let \(V\) be a real polynomial, \(T\) the temperature with Boltzmann's constant set to one, and \(Z\) a standard normal variable. For \(s>0\) define

\[
G(m,s)=E[V(m+\sqrt{s}\,Z)]-\frac{T}{2}\log s .
\]

The first term is the mean potential energy. The second is \(-T\) times the entropy of the Gaussian, up to a constant independent of \(m\) and \(s\). The claim is that the gradient of \(G\) vanishes at \((m,s)\) exactly when

\[
E[V'(m+\sqrt{s}\,Z)]=0,\qquad \frac{T}{s}=E[V''(m+\sqrt{s}\,Z)] .
\]

A classical harmonic oscillator with spring constant \(k\) has position variance \(T/k\), so \(T/s\) is the spring constant of the trial oscillator. The equations say that the mean force is zero and that this spring constant equals the mean curvature of \(V\). In the self-consistent harmonic approximation for crystals, the effective force constants are likewise Gaussian averages of the second derivatives of the potential; the version here has a single classical coordinate, hence no dispersion and no zero-point motion.

## Differentiating a Gaussian average

Write \(A_k[V](m,s)=E[Z^k\,V(m+\sqrt{s}\,Z)]\) for \(k=0,1,2,\dots\) The derivatives are

\[
\partial_m A_k[V]=A_k[V'],\qquad \partial_s A_k[V]=\frac{1}{2\sqrt{s}}A_{k+1}[V'] .
\]

For a polynomial they follow by induction on the degree, without exchanging a derivative and an integral. For constant \(V\) both sides are zero, and both formulas are additive in \(V\). To raise the degree, let \(W\) satisfy them for all \(k\), and let \(X\) denote the position. Since \(X=m+\sqrt{s}\,Z\),

\[
A_k[WX]=m\,A_k[W]+\sqrt{s}\,A_{k+1}[W].
\]

The product rule and the same recursion, applied to \(W'\), give

\[
\partial_m A_k[WX]=A_k[W]+m\,A_k[W']+\sqrt{s}\,A_{k+1}[W']=A_k[W+W'X],
\]

\[
\partial_s A_k[WX]=\frac{1}{2\sqrt{s}}\bigl(A_{k+1}[W]+m\,A_{k+1}[W']+\sqrt{s}\,A_{k+2}[W']\bigr)=\frac{1}{2\sqrt{s}}A_{k+1}[W+W'X],
\]

and \(W+W'X=(WX)'\).

The factor \(Z\) is removed by parts. The density \(\varphi(z)=e^{-z^2/2}/\sqrt{2\pi}\) satisfies \(z\varphi=-\varphi'\), and the boundary terms vanish, so

\[
A_1[V]=-\int V(m+\sqrt{s}\,z)\,\varphi'(z)\,dz=\sqrt{s}\,A_0[V'] .
\]

With \(V'\) in place of \(V\), this gives \(\partial_s A_0[V]=\tfrac12 A_0[V'']\). Therefore

\[
\partial_m G=E[V'],\qquad \partial_s G=\frac12\Bigl(E[V'']-\frac{T}{s}\Bigr),
\]

and both partial derivatives are continuous for \(s>0\), since Gaussian averages of polynomials are polynomials in \(m\) and \(\sqrt{s}\). So \(G\) has a full derivative there, and it vanishes exactly under the stated equations.

## The quartic oscillator and its centred solution

Take \(V=\tfrac{a}{2}x^2+\tfrac{b}{4}x^4\), so that \(V'=ax+bx^3\) and \(V''=a+3bx^2\). The Gaussian moments are \(E[x]=m\), \(E[x^2]=m^2+s\) and \(E[x^3]=m^3+3ms\). The equations become

\[
m\bigl(a+b(m^2+3s)\bigr)=0,\qquad \frac{T}{s}=a+3b(m^2+s).
\]

At \(m=0\) the first holds and the second reads \(3bs^2+as-T=0\). For \(b>0\) and \(T>0\) the product of the roots, \(-T/(3b)\), is negative, so there is exactly one positive root:

\[
s=\frac{\sqrt{a^2+12bT}-a}{6b}.
\]

This includes the double well \(a<0\), where the bare curvature at the origin is negative but the mean curvature \(T/s\) is positive.

## Gaussian averages and the free energy in Lean

```lean
import Mathlib

open Polynomial MeasureTheory

namespace SelfConsistentPhonons

noncomputable section
```

The expectation is an integral against the explicit normalised Gaussian density.

```lean
/-- The mean of `f(Z)` for a standard normal variable `Z`. -/
def normalMean (f : ℝ → ℝ) : ℝ :=
  (√(2 * Real.pi))⁻¹ * ∫ z : ℝ, f z * Real.exp (-(1 / 2) * z ^ 2)
```

The potential is an element of `ℝ[X]`, and `V.eval` evaluates it at a position. The next two definitions are \(A_0[V]\) and \(A_k[V]\).

```lean
/-- The average of the polynomial `V` over a Gaussian distribution of positions with
centre `m` and variance `s`. -/
def gaussAvg (V : ℝ[X]) (m s : ℝ) : ℝ :=
  normalMean fun z => V.eval (m + √s * z)

/-- The Gaussian average of `V` weighted by the `k`-th power of the reduced displacement. -/
def weightedAvg (k : ℕ) (V : ℝ[X]) (m s : ℝ) : ℝ :=
  normalMean fun z => z ^ k * V.eval (m + √s * z)
```

The trial free energy takes a pair `p`, with `p.1` the centre and `p.2` the variance.

```lean
/-- The trial free energy as a function of centre and variance: the average potential energy
minus `(T/2) log s`, with Boltzmann's constant set to one. -/
def trialFreeEnergy (V : ℝ[X]) (T : ℝ) (p : ℝ × ℝ) : ℝ :=
  gaussAvg V p.1 p.2 - T / 2 * Real.log p.2

/-- The quartic oscillator potential `a x² / 2 + b x⁴ / 4`. -/
def quartic (a b : ℝ) : ℝ[X] := C (a / 2) * X ^ 2 + C (b / 4) * X ^ 4
```

## Integrability, recursion and integration by parts

Splitting an integral of a sum requires each part to be integrable. The proof treats a general polynomial in \(z\) by reducing it to monomials, then applies the result to \(z^kV(m+rz)\).

```lean
/-- A polynomial potential times a power of the displacement is integrable against the
Gaussian weight. -/
theorem integrable_weighted (k : ℕ) (V : ℝ[X]) (m r : ℝ) :
    Integrable fun z : ℝ => z ^ k * V.eval (m + r * z) * Real.exp (-(1 / 2) * z ^ 2) := by
  have key : ∀ P : ℝ[X],
      Integrable fun z : ℝ => P.eval z * Real.exp (-(1 / 2) * z ^ 2) := by
    intro P
    induction P using Polynomial.induction_on' with
    | add p q hp hq =>
      refine (hp.add hq).congr (Filter.Eventually.of_forall fun z => ?_)
      simp only [Pi.add_apply, eval_add]
      ring
    | monomial n a =>
      have hn : (-1 : ℝ) < (n : ℝ) := by
        have : (0 : ℝ) ≤ (n : ℝ) := n.cast_nonneg
        linarith
      have h := integrable_rpow_mul_exp_neg_mul_sq (b := 1 / 2) (by norm_num) hn
      simp only [Real.rpow_natCast] at h
      refine (h.const_mul a).congr (Filter.Eventually.of_forall fun z => ?_)
      simp only [eval_monomial]
      ring
  have h := key (X ^ k * V.comp (C m + C r * X))
  simpa only [eval_mul, eval_pow, eval_X, eval_comp, eval_add, eval_C] using h
```

Additivity and the recursion for \(A_k[WX]\) follow by linearity of the integral.

```lean
/-- Weighted Gaussian averages are additive in the potential. -/
theorem weightedAvg_add (k : ℕ) (V W : ℝ[X]) (m s : ℝ) :
    weightedAvg k (V + W) m s = weightedAvg k V m s + weightedAvg k W m s := by
  unfold weightedAvg normalMean
  rw [← mul_add, ← integral_add (integrable_weighted k V m √s) (integrable_weighted k W m √s)]
  congr 1
  refine integral_congr_ae (Filter.Eventually.of_forall fun z => ?_)
  simp only [eval_add]
  ring

/-- Multiplying the potential by the position splits its average into a part from the centre
and a part from the displacement. -/
theorem weightedAvg_mul_X (k : ℕ) (V : ℝ[X]) (m s : ℝ) :
    weightedAvg k (V * X) m s = m * weightedAvg k V m s + √s * weightedAvg (k + 1) V m s := by
  unfold weightedAvg normalMean
  have h : ∫ z : ℝ, z ^ k * (V * X).eval (m + √s * z) * Real.exp (-(1 / 2) * z ^ 2)
      = m * (∫ z : ℝ, z ^ k * V.eval (m + √s * z) * Real.exp (-(1 / 2) * z ^ 2))
        + √s * ∫ z : ℝ, z ^ (k + 1) * V.eval (m + √s * z) * Real.exp (-(1 / 2) * z ^ 2) := by
    rw [← integral_const_mul, ← integral_const_mul,
      ← integral_add ((integrable_weighted k V m √s).const_mul m)
        ((integrable_weighted (k + 1) V m √s).const_mul √s)]
    refine integral_congr_ae (Filter.Eventually.of_forall fun z => ?_)
    simp only [eval_mul, eval_X]
    ring
  rw [h]
  ring

/-- With weight `z ^ 0` the weighted average is the Gaussian average. -/
theorem weightedAvg_zero (V : ℝ[X]) (m s : ℝ) : weightedAvg 0 V m s = gaussAvg V m s := by
  simp only [weightedAvg, gaussAvg, pow_zero, one_mul]
```

For integration by parts, `hd` computes the derivative of \(V(m+\sqrt{s}\,z)\,e^{-z^2/2}\). This function and its derivative are both integrable, so the integral of the derivative is zero, which replaces the discussion of boundary terms. The last line restores the normalisation.

```lean
/-- Gaussian integration by parts: `E[Z V(m + √s Z)] = √s E[V'(m + √s Z)]`. -/
theorem gaussian_integration_by_parts (V : ℝ[X]) (m s : ℝ) :
    weightedAvg 1 V m s = √s * gaussAvg (derivative V) m s := by
  have i0 := (integrable_weighted 0 (derivative V) m √s).const_mul √s
  have i1 := integrable_weighted 1 V m √s
  have hd : ∀ z : ℝ, HasDerivAt
      (fun y : ℝ => y ^ 0 * V.eval (m + √s * y) * Real.exp (-(1 / 2) * y ^ 2))
      (√s * (z ^ 0 * (derivative V).eval (m + √s * z) * Real.exp (-(1 / 2) * z ^ 2))
        - z ^ 1 * V.eval (m + √s * z) * Real.exp (-(1 / 2) * z ^ 2)) z := by
    intro z
    have h1 : HasDerivAt (fun y : ℝ => m + √s * y) √s z := by
      simpa using ((hasDerivAt_id z).const_mul √s).const_add m
    have h2 : HasDerivAt (fun y : ℝ => V.eval (m + √s * y))
        ((derivative V).eval (m + √s * z) * √s) z := (V.hasDerivAt _).comp z h1
    have hp : HasDerivAt (fun y : ℝ => y ^ 2) (2 * z) z := by
      simpa using hasDerivAt_pow 2 z
    have h3 := (hp.const_mul (-(1 / 2) : ℝ)).exp
    simp only [pow_zero, one_mul]
    exact (h2.fun_mul h3).congr_deriv (by ring)
  -- the integral of a total derivative vanishes
  have h0 := integral_eq_zero_of_hasDerivAt_of_integrable hd (i0.sub i1)
    (integrable_weighted 0 V m √s)
  rw [integral_sub i0 i1, integral_const_mul] at h0
  rw [← weightedAvg_zero]
  unfold weightedAvg normalMean
  linear_combination (-(√(2 * Real.pi))⁻¹) * h0
```

## The joint derivative and the stationarity equations

In the next theorem `ContinuousLinearMap.fst` and `ContinuousLinearMap.snd` play the roles of \(dm\) and \(ds\), and their coefficients are the two partial derivatives found above. The induction has the same three cases: constants, sums, and multiplication by the position. The statement is proved for all `k` together because the step for \(k\) uses the hypothesis at \(k+1\).

```lean
/-- The joint derivative of a weighted Gaussian average in the centre and the variance. -/
theorem hasFDerivAt_weightedAvg (V : ℝ[X]) (m : ℝ) {s : ℝ} (hs : 0 < s) : ∀ k : ℕ,
    HasFDerivAt (fun p : ℝ × ℝ => weightedAvg k V p.1 p.2)
      (weightedAvg k (derivative V) m s • ContinuousLinearMap.fst ℝ ℝ ℝ
        + (1 / (2 * √s) * weightedAvg (k + 1) (derivative V) m s) •
          ContinuousLinearMap.snd ℝ ℝ ℝ) (m, s) := by
  induction V using Polynomial.induction_on with
  | C a =>
    intro k
    have h0 : ∀ j, weightedAvg j 0 m s = 0 := fun j => by simp [weightedAvg, normalMean]
    have e : (fun p : ℝ × ℝ => weightedAvg k (C a) p.1 p.2)
        = fun _ => weightedAvg k (C a) 0 0 := by
      funext p
      simp only [weightedAvg, eval_C]
    rw [e, derivative_C, h0, h0]
    exact (hasFDerivAt_const _ _).congr_fderiv (by simp)
  | add P Q hP hQ =>
    intro k
    have e : (fun p : ℝ × ℝ => weightedAvg k (P + Q) p.1 p.2)
        = fun p => weightedAvg k P p.1 p.2 + weightedAvg k Q p.1 p.2 := by
      funext p
      exact weightedAvg_add k P Q p.1 p.2
    rw [e, derivative_add, weightedAvg_add, weightedAvg_add]
    exact ((hP k).add (hQ k)).congr_fderiv (by module)
  | monomial n a ih =>
    intro k
    -- raise the degree by one with the recursion and the product rule
    have hx : (C a * X ^ (n + 1) : ℝ[X]) = C a * X ^ n * X := by rw [pow_succ, mul_assoc]
    rw [hx]
    generalize (C a * X ^ n : ℝ[X]) = W at ih ⊢
    have e : (fun p : ℝ × ℝ => weightedAvg k (W * X) p.1 p.2)
        = fun p => p.1 * weightedAvg k W p.1 p.2 + √p.2 * weightedAvg (k + 1) W p.1 p.2 := by
      funext p
      exact weightedAvg_mul_X k W p.1 p.2
    have hq := (hasFDerivAt_snd (𝕜 := ℝ) (p := (m, s))).sqrt hs.ne'
    rw [e, derivative_mul, derivative_X, mul_one, weightedAvg_add, weightedAvg_add,
      weightedAvg_mul_X, weightedAvg_mul_X]
    exact ((hasFDerivAt_fst.mul (ih k)).add (hq.mul (ih (k + 1)))).congr_fderiv
      (by dsimp only; module)
```

Setting `k` to zero, integrating by parts and subtracting \(T/2\) times the derivative of the logarithm gives the gradient of \(G\).

```lean
/-- The gradient of the trial free energy has components `E[V']` along the centre and
`(E[V''] - T/s) / 2` along the variance. -/
theorem hasFDerivAt_trialFreeEnergy (V : ℝ[X]) (T m : ℝ) {s : ℝ} (hs : 0 < s) :
    HasFDerivAt (trialFreeEnergy V T)
      (gaussAvg (derivative V) m s • ContinuousLinearMap.fst ℝ ℝ ℝ
        + ((gaussAvg (derivative (derivative V)) m s - T / s) / 2) •
          ContinuousLinearMap.snd ℝ ℝ ℝ) (m, s) := by
  have h := hasFDerivAt_weightedAvg V m hs 0
  simp only [weightedAvg_zero, zero_add, gaussian_integration_by_parts] at h
  have hr : √s ≠ 0 := (Real.sqrt_pos.mpr hs).ne'
  have hc : 1 / (2 * √s) * (√s * gaussAvg (derivative (derivative V)) m s)
      = gaussAvg (derivative (derivative V)) m s / 2 := by field_simp
  rw [hc] at h
  have hl := (hasFDerivAt_snd (𝕜 := ℝ) (p := (m, s))).log hs.ne'
  change HasFDerivAt (fun p : ℝ × ℝ => gaussAvg V p.1 p.2 - T / 2 * Real.log p.2) _ _
  exact (h.sub (hl.const_mul (T / 2))).congr_fderiv (by dsimp only; module)
```

In the main theorem, `HasFDerivAt` with the zero map says that \(G\) is differentiable at \((m,s)\) with vanishing derivative. The only hypothesis is `0 < s`; the equivalence holds for every real `T`, although only positive values are physical temperatures. It does not say that a stationary point exists for a given \(V\), or that one is a minimum.

In the forward direction, uniqueness of the derivative equates the zero map with the computed gradient, and evaluating both at \((1,0)\) and \((0,1)\) yields the two equations. The converse substitutes the equations into the gradient.

```lean
/-- The self-consistent phonon equations: the gradient of the trial free energy vanishes
exactly when the mean force is zero and `T/s` equals the mean curvature of the potential. -/
theorem stationary_iff (V : ℝ[X]) (T m : ℝ) {s : ℝ} (hs : 0 < s) :
    HasFDerivAt (trialFreeEnergy V T) (0 : ℝ × ℝ →L[ℝ] ℝ) (m, s) ↔
      gaussAvg (derivative V) m s = 0 ∧
        T / s = gaussAvg (derivative (derivative V)) m s := by
  have h := hasFDerivAt_trialFreeEnergy V T m hs
  constructor
  · intro h0
    have hu := h0.unique h
    -- read off the two components of the gradient
    have e1 : (0 : ℝ) = gaussAvg (derivative V) m s * 1
        + (gaussAvg (derivative (derivative V)) m s - T / s) / 2 * 0 :=
      DFunLike.congr_fun hu ((1 : ℝ), (0 : ℝ))
    have e2 : (0 : ℝ) = gaussAvg (derivative V) m s * 0
        + (gaussAvg (derivative (derivative V)) m s - T / s) / 2 * 1 :=
      DFunLike.congr_fun hu ((0 : ℝ), (1 : ℝ))
    constructor <;> linarith
  · rintro ⟨h1, h2⟩
    exact h.congr_fderiv (by rw [h1, h2]; simp)
```

## Algebraic equations for the quartic potential

The step `hX` combines the recursion with integration by parts into \(E[WX]=m\,E[W]+s\,E[W']\). Applied repeatedly, it reduces the averages of \(V'\) and \(V''\) to averages of constants, so the moments need not be supplied separately.

```lean
/-- For the quartic oscillator the self-consistent phonon equations are two algebraic
equations for the centre and the variance. -/
theorem quartic_stationary_iff (a b T m : ℝ) {s : ℝ} (hs : 0 < s) :
    HasFDerivAt (trialFreeEnergy (quartic a b) T) (0 : ℝ × ℝ →L[ℝ] ℝ) (m, s) ↔
      m * (a + b * (m ^ 2 + 3 * s)) = 0 ∧ T / s = a + 3 * b * (m ^ 2 + s) := by
  have hadd : ∀ P Q : ℝ[X], gaussAvg (P + Q) m s = gaussAvg P m s + gaussAvg Q m s :=
    fun P Q => by simpa only [weightedAvg_zero] using weightedAvg_add 0 P Q m s
  -- each factor of the position is contracted by integration by parts
  have hX : ∀ W : ℝ[X], gaussAvg (W * X) m s
      = m * gaussAvg W m s + s * gaussAvg (derivative W) m s := by
    intro W
    have h := weightedAvg_mul_X 0 W m s
    rw [weightedAvg_zero, weightedAvg_zero, zero_add, gaussian_integration_by_parts,
      ← mul_assoc, Real.mul_self_sqrt hs.le] at h
    exact h
  have hC : ∀ c : ℝ, gaussAvg (C c) m s = c := by
    intro c
    have hp : √(2 * Real.pi) ≠ 0 := by positivity
    unfold gaussAvg normalMean
    simp only [eval_C]
    rw [integral_const_mul, integral_gaussian,
      show Real.pi / (1 / 2) = 2 * Real.pi by ring]
    field_simp
  have h0 : gaussAvg 0 m s = 0 := by simpa only [map_zero] using hC 0
  have hV : derivative (quartic a b) = C a * X + C b * X * X * X := by
    refine Polynomial.funext fun x => ?_
    simp [quartic]
    ring
  have e1 : gaussAvg (C a * X + C b * X * X * X) m s = m * (a + b * (m ^ 2 + 3 * s)) := by
    simp only [hadd, hX, hC, h0, derivative_mul, derivative_C, derivative_X, zero_mul,
      zero_add, mul_one]
    ring
  have e2 : gaussAvg (derivative (C a * X + C b * X * X * X)) m s
      = a + 3 * b * (m ^ 2 + s) := by
    simp only [derivative_add, hadd, hX, hC, h0, derivative_mul, derivative_C, derivative_X,
      zero_mul, zero_add, mul_one]
    ring
  rw [stationary_iff _ _ _ hs, hV, e1, e2]
```

The last theorem states that the closed form is positive and that, among positive variances at \(m=0\), it is the only stationary one. Solutions with \(m\neq0\) are not analysed. The proof completes the square: the quadratic equation gives \(a^2+12bT=(6bs+a)^2\). The positive square root is \(6bs+a\), because \(a+3bs=T/s\) and \(3bs\) are both positive. The converse squares this relation and recovers the quadratic.

```lean
/-- For `b > 0` and `T > 0`, whatever the sign of `a`, exactly one positive variance makes the
Gaussian centred at the origin stationary, and it is given in closed form. -/
theorem quartic_centred_variance (a : ℝ) {b T : ℝ} (hb : 0 < b) (hT : 0 < T) :
    0 < (√(a ^ 2 + 12 * b * T) - a) / (6 * b) ∧
      ∀ s : ℝ, 0 < s →
        (HasFDerivAt (trialFreeEnergy (quartic a b) T) (0 : ℝ × ℝ →L[ℝ] ℝ) (0, s) ↔
        s = (√(a ^ 2 + 12 * b * T) - a) / (6 * b)) := by
  have hbT : 0 < b * T := mul_pos hb hT
  constructor
  · have h : a < √(a ^ 2 + 12 * b * T) := Real.lt_sqrt_of_sq_lt (by linarith)
    exact div_pos (by linarith) (by linarith)
  · intro s hs
    rw [quartic_stationary_iff a b T 0 hs, eq_div_iff (by positivity : 6 * b ≠ 0)]
    constructor
    · rintro ⟨-, h⟩
      have hpos : 0 < T / s := div_pos hT hs
      have hbs : 0 < b * s := mul_pos hb hs
      have hTs : T = (a + 3 * b * (0 ^ 2 + s)) * s := (div_eq_iff hs.ne').mp h
      have hsq : a ^ 2 + 12 * b * T = (6 * b * s + a) ^ 2 := by
        linear_combination 12 * b * hTs
      rw [hsq, Real.sqrt_sq (by nlinarith)]
      ring
    · intro h
      refine ⟨by ring, (div_eq_iff hs.ne').mpr ?_⟩
      have hD : √(a ^ 2 + 12 * b * T) ^ 2 = a ^ 2 + 12 * b * T :=
        Real.sq_sqrt (by nlinarith [sq_nonneg a])
      have hr : √(a ^ 2 + 12 * b * T) = 6 * b * s + a := by linarith
      rw [hr] at hD
      have h12 : 12 * b ≠ 0 := by positivity
      apply mul_left_cancel₀ h12
      linear_combination -hD

end

end SelfConsistentPhonons
```

```lean
#print axioms SelfConsistentPhonons.stationary_iff
#print axioms SelfConsistentPhonons.quartic_centred_variance
```

```
'SelfConsistentPhonons.stationary_iff' depends on axioms: [propext, Classical.choice, Quot.sound]
'SelfConsistentPhonons.quartic_centred_variance' depends on axioms: [propext, Classical.choice, Quot.sound]
```
